# For $Z, q > 0$, the potential $-Z/r + q(q+1)/(2r^2)$ crosses zero at $R = q(q+1)/(2Z)$ and is deepest at $2R$

Q: A sodium atom has one valence electron outside a closed core. Far out, that electron sees a net charge of one; close in, the exclusion principle keeps it out of the occupied core orbitals. The Simons–Bloch model imitates this with an inverse-square term, and the radius where the total potential changes sign can then be read as a size. Does that radius say anything about the electron's motion?

A: Classically, yes. In atomic units the radial potential is

$$V(r) = -\frac{Z}{r} + \frac{q(q+1)}{2r^2}, \qquad R = \frac{q(q+1)}{2Z}.$$

Here $Z$ is the net charge of the core, not the nuclear charge. The letter $q$ is not a charge: it is a real effective angular-momentum number, one for each $l$, chosen in practice to reproduce an observed valence level. Its term combines the ordinary centrifugal energy $l(l+1)/(2r^2)$ with the correction for the core. In Lean, both definitions are functions of real numbers.

```lean
import Mathlib

namespace SimonsBlochPotential

noncomputable section

/-- The one-electron model potential `-Z/r + q(q+1)/(2r²)` in atomic units, for radii `r > 0`. -/
def potential (Z q r : ℝ) : ℝ := -Z / r + q * (q + 1) / (2 * r ^ 2)

/-- The radius `R = q(q+1)/(2Z)`, at which the potential crosses zero when `Z > 0` and `q > 0`. -/
def crossingRadius (Z q : ℝ) : ℝ := q * (q + 1) / (2 * Z)
```

Q: Nothing there says that the charge or the radius is positive.

A: Those conditions enter as hypotheses: `hZ` for $Z>0$, `hq` for $q>0$ and `hr` for $r>0$. Every radius at which the theorems evaluate the potential is positive, so the origin plays no part. The condition on $q$ makes the inverse-square term repulsive. If $q(q+1)\le 0$, the potential falls without bound as $r\to 0$ and has no minimum. With both parameters positive, $R$ is a quotient of positive numbers, which `positivity` confirms.

```lean
/-- For positive `Z` and `q` the crossing radius is positive. -/
theorem crossingRadius_pos {Z q : ℝ} (hZ : 0 < Z) (hq : 0 < q) :
    0 < crossingRadius Z q := by
  unfold crossingRadius
  positivity
```

Q: How do you get the sign of $V$ by hand?

A: The definition of $R$ gives $q(q+1)/2 = ZR$, so

$$V(r) = -\frac{Z}{r} + \frac{ZR}{r^2} = \frac{Z(R-r)}{r^2}.$$

In Lean, `field_simp` clears the denominators and `ring` checks the polynomial identity that remains.

```lean
/-- For `Z > 0` and `r > 0` the potential is `Z(R - r)/r²`, with `R` the crossing radius. -/
theorem potential_eq {Z r : ℝ} (q : ℝ) (hZ : 0 < Z) (hr : 0 < r) :
    potential Z q r = Z * (crossingRadius Z q - r) / r ^ 2 := by
  unfold potential crossingRadius
  field_simp
  ring
```

Since $Z$ and $r^2$ are positive, $V$ has the sign of $R-r$. In particular, it vanishes only at $r=R$. The next proof removes the nonzero factors $r^2$ and $Z$ in turn, until only $R-r=0$ is left.

```lean
/-- For `Z > 0`, the potential at a radius `r > 0` vanishes exactly when `r` is the
crossing radius. -/
theorem potential_eq_zero_iff {Z r : ℝ} (q : ℝ) (hZ : 0 < Z) (hr : 0 < r) :
    potential Z q r = 0 ↔ r = crossingRadius Z q := by
  have hr2 : r ^ 2 ≠ 0 := by positivity
  rw [potential_eq q hZ hr, div_eq_zero_iff, or_iff_left hr2, mul_eq_zero,
    or_iff_right hZ.ne', sub_eq_zero]
  exact eq_comm
```

Q: And the minimum? I would differentiate.

A: You can, but completing the square gives the global statement at once. Expand the right-hand side of

$$V(r) = -\frac{Z}{4R} + \frac{Z(r-2R)^2}{4Rr^2}.$$

Over the common denominator $4Rr^2$, the numerator is $Z(-r^2 + r^2 - 4Rr + 4R^2) = 4RZ(R-r)$, which returns $Z(R-r)/r^2$. The Lean proof starts from that factorised form and uses the fact that $R\neq 0$.

```lean
/-- For positive `Z`, `q` and `r`, the potential is the constant `-Z/(4R)` plus a square term
that measures the distance of `r` from `2R`. -/
theorem potential_complete_square {Z q r : ℝ} (hZ : 0 < Z) (hq : 0 < q) (hr : 0 < r) :
    potential Z q r = -Z / (4 * crossingRadius Z q)
      + Z * (r - 2 * crossingRadius Z q) ^ 2 / (4 * crossingRadius Z q * r ^ 2) := by
  have hR := (crossingRadius_pos hZ hq).ne'
  rw [potential_eq q hZ hr]
  field_simp
  ring
```

The last term is never negative, and it vanishes only at $r=2R$. The well depth is therefore $Z/(4R)$, and every other positive radius has a higher potential.

Q: Does the formal theorem really say "unique minimum", or something weaker?

A: It has three parts. The first says that, for each $r>0$, $V(r)<0$ exactly when $R<r$. The second gives $V(2R)=-Z/(4R)$. The third says that $V(2R)<V(r)$ for every positive $r\neq 2R$. That strict inequality is what a unique global minimum on the half-line means, and it involves no derivative.

```lean
/-- For positive `Z` and `q`, the potential at a radius `r > 0` is negative exactly when `r`
exceeds the crossing radius `R`. On `r > 0` its unique minimum lies at `2R`, with value
`-Z/(4R)`. -/
theorem crossing_and_minimum {Z q : ℝ} (hZ : 0 < Z) (hq : 0 < q) :
    (∀ r, 0 < r → (potential Z q r < 0 ↔ crossingRadius Z q < r)) ∧
    potential Z q (2 * crossingRadius Z q) = -Z / (4 * crossingRadius Z q) ∧
    (∀ r, 0 < r → r ≠ 2 * crossingRadius Z q →
      potential Z q (2 * crossingRadius Z q) < potential Z q r) := by
  have hR := crossingRadius_pos hZ hq
  -- the square term vanishes at twice the crossing radius
  have hmin : potential Z q (2 * crossingRadius Z q) = -Z / (4 * crossingRadius Z q) := by
    rw [potential_complete_square hZ hq (by positivity)]
    simp
  refine ⟨fun r hr => ?_, hmin, fun r hr hne => ?_⟩
  · -- the sign of the potential is the sign of `R - r`
    have hr2 : 0 < r ^ 2 := by positivity
    rw [potential_eq q hZ hr, div_lt_iff₀ hr2, zero_mul]
    constructor
    · intro h
      by_contra hc
      have := mul_nonneg hZ.le (sub_nonneg.2 (not_lt.1 hc))
      linarith
    · intro h
      exact mul_neg_of_pos_of_neg hZ (sub_neg.2 h)
  · -- away from `2R` the square term is strictly positive
    have hsq : 0 < (r - 2 * crossingRadius Z q) ^ 2 := pow_pos_of_ne hne
    have hpos : 0 < Z * (r - 2 * crossingRadius Z q) ^ 2
        / (4 * crossingRadius Z q * r ^ 2) :=
      div_pos (mul_pos hZ hsq) (by positivity)
    rw [hmin, potential_complete_square hZ hq hr]
    linarith
where
  pow_pos_of_ne {x y : ℝ} (h : x ≠ y) : 0 < (x - y) ^ 2 :=
    sq_pos_of_ne_zero (sub_ne_zero.2 h)
```

The value `hmin` comes from setting $r=2R$ in the completed square. For the sign, `div_lt_iff₀` multiplies through by $r^2$, and each direction then follows from the sign of a product with $Z>0$. For uniqueness, the local lemma `pow_pos_of_ne` makes $(r-2R)^2$ strictly positive, and `linarith` adds this positive term to the constant.

Q: Here is my real objection. A zero of $V$ is a turning point only for an electron of total energy zero. A bound valence electron has negative energy.

A: Then compare two radii at the same potential. Using the factorised form at $a$ and $b$,

$$V(a)-V(b) = \frac{Z\left[(R-a)b^2-(R-b)a^2\right]}{a^2b^2}
= \frac{Z(a-b)\left[ab-R(a+b)\right]}{a^2b^2}.$$

The bracket in the middle contains $R(b^2-a^2)+ab(a-b)$, from which $a-b$ factors out. In Lean this is again `field_simp` followed by `ring`.

```lean
/-- For `Z > 0`, the potential difference between two positive radii factorises. -/
theorem potential_sub {Z a b : ℝ} (q : ℝ) (hZ : 0 < Z) (ha : 0 < a) (hb : 0 < b) :
    potential Z q a - potential Z q b =
      Z * (a - b) * (a * b - crossingRadius Z q * (a + b)) / (a ^ 2 * b ^ 2) := by
  rw [potential_eq q hZ ha, potential_eq q hZ hb]
  field_simp
  ring
```

If $a\neq b$, the difference vanishes exactly when $ab=R(a+b)$, or equivalently

$$\frac1a+\frac1b=\frac1R.$$

So $R$ links the inner and outer turning points at any negative energy that has two of them. As the energy rises towards zero, the outer point moves off to infinity and the inner one tends to $R$. The theorem states the product form, and its proof cancels the nonzero factors $a^2b^2$, $Z$ and $a-b$.

```lean
/-- For `Z > 0`, two distinct positive radii `a` and `b` have the same potential exactly when
`ab = R(a + b)`, with `R` the crossing radius. -/
theorem turning_points_iff {Z a b : ℝ} (q : ℝ) (hZ : 0 < Z) (ha : 0 < a) (hb : 0 < b)
    (hab : a ≠ b) :
    potential Z q a = potential Z q b ↔ a * b = crossingRadius Z q * (a + b) := by
  have hab2 : a ^ 2 * b ^ 2 ≠ 0 := by positivity
  rw [← sub_eq_zero, potential_sub q hZ ha hb, div_eq_zero_iff, or_iff_left hab2,
    mul_eq_zero, or_iff_right (mul_ne_zero hZ.ne' (sub_ne_zero.2 hab)), sub_eq_zero]
```

Q: Where is the energy in that statement?

A: It is the common value $E=V(a)=V(b)$. Classical motion with nonzero radial speed needs $E-V(r)>0$, that is, $V(r)<V(a)$. For $0<a<b$, the next theorem says that this holds exactly when $a<r<b$.

To see why, use the turning-point relation in the form $b(a-R)=Ra$. Then

$$ra-R(r+a) = r(a-R)-Ra = \frac{Ra(r-b)}{b},$$

and putting this into the difference formula for $r$ and $a$ gives

$$V(r)-V(a)=\frac{ZR}{r^2ab}(r-a)(r-b).$$

The prefactor is positive, so the sign is that of $(r-a)(r-b)$, which is negative only between the two roots.

```lean
/-- Let `Z` and `q` be positive and let `0 < a < b` be two radii of equal potential. Then a
radius `r > 0` has lower potential than these exactly when it lies strictly between them. -/
theorem allowed_region {Z q a b r : ℝ} (hZ : 0 < Z) (hq : 0 < q) (ha : 0 < a) (hab : a < b)
    (hV : potential Z q a = potential Z q b) (hr : 0 < r) :
    potential Z q r < potential Z q a ↔ a < r ∧ r < b := by
  have hb : 0 < b := ha.trans hab
  have hR := crossingRadius_pos hZ hq
  have hturn := (turning_points_iff q hZ ha hb hab.ne).1 hV
  have hc : 0 < Z * crossingRadius Z q / (r ^ 2 * a * b) := by positivity
  -- both turning points appear as roots of the potential difference
  have hf : potential Z q r - potential Z q a =
      Z * crossingRadius Z q / (r ^ 2 * a * b) * ((r - a) * (r - b)) := by
    rw [potential_sub q hZ hr ha, div_mul_eq_mul_div,
      div_eq_div_iff (by positivity) (by positivity)]
    linear_combination (Z * (r - a) * r ^ 3 * a) * hturn
  constructor
  · intro h
    have hneg : (r - a) * (r - b) < 0 := by
      by_contra hn
      have := mul_nonneg hc.le (not_lt.1 hn)
      linarith
    constructor
    · by_contra h1
      have h2 : r ≤ a := not_lt.1 h1
      have := mul_nonneg (sub_nonneg.2 h2) (sub_nonneg.2 (h2.trans hab.le))
      linarith
    · by_contra h1
      have h2 : b ≤ r := not_lt.1 h1
      have := mul_nonneg (sub_nonneg.2 (hab.le.trans h2)) (sub_nonneg.2 h2)
      linarith
  · rintro ⟨h1, h2⟩
    have := mul_neg_of_pos_of_neg hc
      (mul_neg_of_pos_of_neg (sub_pos.2 h1) (sub_neg.2 h2))
    linarith

end

end SimonsBlochPotential
```

```lean
#print axioms SimonsBlochPotential.potential_eq_zero_iff
#print axioms SimonsBlochPotential.crossing_and_minimum
#print axioms SimonsBlochPotential.allowed_region
```

```
'SimonsBlochPotential.potential_eq_zero_iff' depends on axioms: [propext, Classical.choice, Quot.sound]
'SimonsBlochPotential.crossing_and_minimum' depends on axioms: [propext, Classical.choice, Quot.sound]
'SimonsBlochPotential.allowed_region' depends on axioms: [propext, Classical.choice, Quot.sound]
```

In the proof of `allowed_region`, `hturn` is the relation $ab=R(a+b)$, and `hf` is the displayed formula, with `linear_combination` supplying the substitution. For the forward direction, a radius at or beyond either end would make the product nonnegative, which is a contradiction. For the reverse direction, the two factors have opposite signs.

Q: Does the theorem tell me that such a pair of radii exists?

A: No, the pair is given, with equal potentials as the hypothesis `hV`. Existence is a short separate calculation: for $E<0$, the equation $V(r)=E$ becomes $|E|r^2-Zr+ZR=0$, which has two distinct positive roots when $|E|<Z/(4R)$.

Q: Give me numbers.

A: Take $Z=1$ and $q=1$, which is the hydrogen p channel. Then $R=1$ bohr and $V(r)=-1/r+1/r^2$ in hartree. The potential vanishes at $r=1$, and its minimum is $V(2)=-\tfrac12+\tfrac14=-\tfrac14$, in agreement with $-Z/(4R)$.

Now take $a=\tfrac32$ and $b=3$. Both $ab$ and $R(a+b)$ equal $\tfrac92$, so the potentials should agree:

$$V(\tfrac32)=-\tfrac23+\tfrac49=-\tfrac29, \qquad V(3)=-\tfrac13+\tfrac19=-\tfrac29.$$

The minimum at $r=2$ lies between them and is lower, since $-\tfrac14<-\tfrac29$.

The energy $-\tfrac29$ is a classical one, chosen for easy arithmetic. The lowest quantum level in this channel, hydrogen 2p, is higher, at $-\tfrac18$ hartree. Its classical turning points are $4\pm2\sqrt2$ bohr, whose sum and product are both $8$, as $ab=R(a+b)$ requires.

Q: So what may I conclude about sodium?

A: Only as much as the model allows. The step from these theorems to the atom is the assumption that the valence electron in a given $l$ channel moves in this potential with a suitable $q$. Core polarisation and the finite extent of the core charge have no terms of their own, although a fitted $q$ can absorb part of their effect. The theorems do not give quantum energy levels, and they do not describe wavefunctions, which reach into the classically forbidden region.

Within that one-electron, single-channel model, the formulas give the sign and depth of the total radial potential and the range of classical motion in it. They do not describe the core potential alone: in a three-dimensional calculation the kinetic energy already supplies $l(l+1)/(2r^2)$, so that term is subtracted from $V$ to obtain the core potential for the channel. When you compare with a tabulated orbital radius, check its definition first: the zero of the potential and its minimum differ by a factor of two.
